# Moving charge outward at fixed norm never raises the average of $1/r^3$

A valence p or d orbital contributes to the electric field gradient at its own nucleus through $\langle r^{-3}\rangle$, times an angular factor. A pseudopotential replaces the orbital near the nucleus, where $r^{-3}$ is largest, by a smoother one. Norm conservation preserves the charge but not its radial distribution. If the charge has moved outward, what is the sign of the error?

Take $N$ shells with radii $r_0,\dots,r_{N-1}$, all-electron weights $p_i$ and pseudo weights $q_i$. For any weights $w$ let $W_k=\sum_{i<k}w_i$ be the charge in the $k$ innermost shells; $P_k$ and $Q_k$ are these sums for $p$ and $q$. A radial observable $g$ has the weighted sum $A_w=\sum_{i<N}w_i\,g(r_i)$. Since $w_k=W_{k+1}-W_k$ and $W_0=0$, shifting the index in the second part gives

$$A_w=\sum_{k<N}(W_{k+1}-W_k)\,g(r_k)=W_N\,g(r_N)+\sum_{k<N}W_{k+1}\,[g(r_k)-g(r_{k+1})].$$

Here $r_N$ is an auxiliary number; no shell sits there. If $P_N=Q_N$, subtraction leaves

$$A_p-A_q=\sum_{k<N}(P_{k+1}-Q_{k+1})\,[g(r_k)-g(r_{k+1})].$$

The term $k=N-1$ vanishes. The others are non-negative if $Q_k\le P_k$ and $g$ does not increase with distance. This covers $g(x)=1/x^3$: for $0<x<y$ we have $x^3<y^3$, hence $1/y^3<1/x^3$.

```lean
import Mathlib

open Finset

namespace OutwardPseudizationFieldGradient

noncomputable section
```

## Radii are positive and increase outward

`RadialGrid` orders the shells from the nucleus outward. By hand, this turns a decreasing $g$ into non-negative drops $g(r_k)-g(r_{k+1})$; the proof uses it for the same purpose in `deficit_term_nonneg`. Only the first $N$ entries of the sequence `r` are constrained.

If the radii were listed in reverse order, the drops would change sign. A shell at the origin would also spoil the result, because Lean sets $1/0=0$ and the innermost charge would then count for nothing.

```lean
/-- The first `N` radii are positive and strictly increasing. -/
structure RadialGrid (N : ℕ) (r : ℕ → ℝ) : Prop where
  pos : ∀ i, i < N → 0 < r i
  lt : ∀ i j, i < j → j < N → r i < r j
```

## No inner sphere gains charge

`enclosed w k` is $W_k$. The field `outward` says $Q_k\le P_k$ for every $k\le N$: no sphere around the nucleus holds more pseudo charge than all-electron charge. It supplies the first factor of each term. Norm conservation does not imply it, so it has to be checked for each pseudo-orbital. Without it the sign can reverse: on two shells, replacing $p=(1/2,1/2)$ by $q=(1,0)$ raises the sum of $1/r^3$.

The condition concerns running sums. Writing it shell by shell, as $q_i\le p_i$, would be a mistake: with equal totals that forces $p=q$ and leaves a theorem without content. The weights may have either sign.

```lean
/-- The charge enclosed in the `k` innermost shells. -/
def enclosed (w : ℕ → ℝ) (k : ℕ) : ℝ := ∑ i ∈ range k, w i

/-- The pseudo weights `q` carry the same total charge as the all-electron weights `p`,
and no inner set of shells encloses more pseudo charge than all-electron charge. -/
structure OutwardPseudization (N : ℕ) (p q : ℕ → ℝ) : Prop where
  norm : enclosed p N = enclosed q N
  outward : ∀ k, k ≤ N → enclosed q k ≤ enclosed p k
```

## The observable falls with distance

`radialAverage` is $A_w$, and `fieldGradient` is the case $g(x)=1/x^3$. Both are unnormalised sums; dividing by a common positive total gives the averages and preserves every inequality. Angular factors, core polarisation and continuous densities are not modelled.

The monotonicity of $g$ enters later as `AntitoneOn g (Set.Ioi 0)`, or `StrictAntiOn` for strict results. An increasing observable has its error reversed. The summation by parts itself needs no monotonicity, and Lean proves it by induction on the number of shells.

```lean
/-- The sum of a radial observable `g` over `N` shells with weights `w`. -/
def radialAverage (N : ℕ) (r w : ℕ → ℝ) (g : ℝ → ℝ) : ℝ :=
  ∑ i ∈ range N, w i * g (r i)

/-- The field-gradient average, the weighted sum of `1 / r ^ 3`, for nonzero radii. -/
def fieldGradient (N : ℕ) (r w : ℕ → ℝ) : ℝ :=
  radialAverage N r w (fun x => 1 / x ^ 3)

/-- Summation by parts: a radial average expressed through the enclosed charges and the changes of
the observable from shell to shell, plus a boundary term. -/
theorem radialAverage_by_parts (N : ℕ) (r w : ℕ → ℝ) (g : ℝ → ℝ) :
    radialAverage N r w g = enclosed w N * g (r N)
      + ∑ k ∈ range N, enclosed w (k + 1) * (g (r k) - g (r (k + 1))) := by
  induction N with
  | zero => simp [radialAverage, enclosed]
  | succ n ih =>
    have h : enclosed w (n + 1) = enclosed w n + w n := Finset.sum_range_succ _ _
    unfold radialAverage at ih ⊢
    rw [Finset.sum_range_succ, Finset.sum_range_succ, ih, h]
    ring
```

## The total charge is conserved

The field `norm` states $P_N=Q_N$: the pseudo-orbital carries the same total charge as the orbital it replaces. By hand it removes the boundary term, and `deficit_formula` uses it in the same way.

```lean
/-- For equal total charges, the radial sum for `p` minus that for `q` is the sum of the differences
in enclosed charge times the drops of the observable. -/
theorem deficit_formula {N : ℕ} {p q : ℕ → ℝ} (r : ℕ → ℝ) (g : ℝ → ℝ)
    (h : enclosed p N = enclosed q N) :
    radialAverage N r p g - radialAverage N r q g =
      ∑ k ∈ range N, (enclosed p (k + 1) - enclosed q (k + 1))
        * (g (r k) - g (r (k + 1))) := by
  rw [radialAverage_by_parts N r p g, radialAverage_by_parts N r q g, h,
    add_sub_add_left_eq_sub, ← Finset.sum_sub_distrib]
  refine Finset.sum_congr rfl fun k _ => ?_
  ring
```

It is needed once more at the outermost shell. There the drop involves the unconstrained $r_N$ and may have either sign, but its factor $P_N-Q_N$ is zero. The next lemma therefore treats $k+1<N$ and $k+1=N$ separately.

If the pseudo total could exceed the all-electron one, a single shell with $q_0>p_0$ would already reverse the field-gradient inequality. If charge could be lost, $q=p/2$ with positive $p$ would lower the unnormalised sum of the squared radius instead of raising it.

```lean
/-- On a radial grid, each term in the deficit formula is non-negative for an observable that does
not increase with the radius, under outward pseudization. -/
theorem deficit_term_nonneg {N : ℕ} {r p q : ℕ → ℝ} {g : ℝ → ℝ} (hr : RadialGrid N r)
    (h : OutwardPseudization N p q) (hg : AntitoneOn g (Set.Ioi 0)) {k : ℕ} (hk : k < N) :
    0 ≤ (enclosed p (k + 1) - enclosed q (k + 1)) * (g (r k) - g (r (k + 1))) := by
  rcases Nat.lt_or_ge (k + 1) N with hlt | hge
  · exact mul_nonneg (sub_nonneg.mpr (h.outward _ hlt.le))
      (sub_nonneg.mpr (hg (hr.pos k hk) (hr.pos _ hlt) (hr.lt _ _ (Nat.lt_succ_self k) hlt).le))
  · -- at the outermost shell norm conservation makes the term vanish
    have e : k + 1 = N := by omega
    have hn : enclosed p (k + 1) = enclosed q (k + 1) := by rw [e]; exact h.norm
    rw [hn, sub_self, zero_mul]
```

## Some shell has changed

Strict underestimation needs $p_i\ne q_i$ on some shell; otherwise the two sums are equal. If all enclosed charges agreed, their successive differences $p_i$ and $q_i$ would agree too. So $Q_k<P_k$ for some $k$, and $0<k<N$ because the two ends match. The term with index $k-1$ is then positive when $g$ decreases strictly. The proof finds this $k$ by contradiction and concludes with `Finset.sum_pos'`.

```lean
/-- On a radial grid, if the weights differ on some shell, outward pseudization strictly
underestimates every radial observable that decreases strictly with the radius. -/
theorem radialAverage_lt {N : ℕ} {r p q : ℕ → ℝ} {g : ℝ → ℝ} (hr : RadialGrid N r)
    (h : OutwardPseudization N p q) (hg : StrictAntiOn g (Set.Ioi 0))
    (hne : ∃ i, i < N ∧ p i ≠ q i) :
    radialAverage N r q g < radialAverage N r p g := by
  obtain ⟨i, hi, hpq⟩ := hne
  -- some sphere encloses strictly less pseudo charge
  have hex : ∃ k, k ≤ N ∧ enclosed q k < enclosed p k := by
    by_contra hno
    have heq : ∀ k, k ≤ N → enclosed p k = enclosed q k := fun k hk =>
      le_antisymm (not_lt.mp fun hlt => hno ⟨k, hk, hlt⟩) (h.outward k hk)
    have h1 := heq i hi.le
    have h2 := heq (i + 1) hi
    have hp : enclosed p (i + 1) = enclosed p i + p i := Finset.sum_range_succ _ _
    have hq : enclosed q (i + 1) = enclosed q i + q i := Finset.sum_range_succ _ _
    exact hpq (by linarith)
  obtain ⟨k, hk, hlt⟩ := hex
  cases k with
  | zero => simp [enclosed] at hlt
  | succ m =>
    have hm : m + 1 ≠ N := by
      intro e
      rw [e, h.norm] at hlt
      exact lt_irrefl _ hlt
    have hmN : m + 1 < N := lt_of_le_of_ne hk hm
    have hm' : m < N := by omega
    rw [← sub_pos, deficit_formula r g h.norm]
    refine Finset.sum_pos' (fun j hj =>
      deficit_term_nonneg hr h hg.antitoneOn (Finset.mem_range.mp hj))
      ⟨m, Finset.mem_range.mpr hm', ?_⟩
    exact mul_pos (sub_pos.mpr hlt) (sub_pos.mpr
      (hg (hr.pos m hm') (hr.pos _ hmN) (hr.lt _ _ (Nat.lt_succ_self m) hmN)))
```

## Both charge conditions follow from the observables

On a radial grid, underestimating or reproducing every non-increasing observable is equivalent to `OutwardPseudization`. The constants $1$ and $-1$ give equal totals. The function equal to $1$ for $x\le r_m$ and $0$ beyond gives $Q_{m+1}\le P_{m+1}$. In Lean, `key` identifies the sum of this function with the enclosed charge.

```lean
/-- On a radial grid, a pseudization is outward and norm-conserving exactly when it
overestimates no radial observable that is non-increasing on positive radii. -/
theorem outward_iff_underestimates {N : ℕ} {r p q : ℕ → ℝ} (hr : RadialGrid N r) :
    OutwardPseudization N p q ↔ ∀ g : ℝ → ℝ, AntitoneOn g (Set.Ioi 0) →
      radialAverage N r q g ≤ radialAverage N r p g := by
  constructor
  · intro h g hg
    rw [← sub_nonneg, deficit_formula r g h.norm]
    exact Finset.sum_nonneg fun k hk => deficit_term_nonneg hr h hg (Finset.mem_range.mp hk)
  · intro h
    constructor
    · -- the constant observables 1 and -1 compare the total charges
      have h1 := h (fun _ => 1) (fun _ _ _ _ _ => le_refl _)
      have h2 := h (fun _ => -1) (fun _ _ _ _ _ => le_refl _)
      simp only [radialAverage, mul_neg, mul_one, Finset.sum_neg_distrib,
        neg_le_neg_iff] at h1 h2
      exact le_antisymm h2 h1
    · intro k hk
      cases k with
      | zero => simp [enclosed]
      | succ m =>
        -- the indicator of a ball measures the enclosed charge
        have key : ∀ w : ℕ → ℝ, enclosed w (m + 1) =
            radialAverage N r w (fun x => if x ≤ r m then 1 else 0) := by
          intro w
          have h1 : enclosed w (m + 1) =
              ∑ i ∈ range (m + 1), w i * (if r i ≤ r m then 1 else 0) := by
            refine Finset.sum_congr rfl fun i hi => ?_
            have him : i < m + 1 := Finset.mem_range.mp hi
            have hle : r i ≤ r m := by
              rcases Nat.lt_or_ge i m with hlt | hge
              · exact (hr.lt i m hlt (by omega)).le
              · have e : i = m := by omega
                rw [e]
            rw [if_pos hle, mul_one]
          rw [h1]
          refine Finset.sum_subset (fun i hi => ?_) (fun i hi hni => ?_)
          · rw [Finset.mem_range] at hi ⊢
            omega
          · rw [Finset.mem_range] at hi hni
            have hlt : r m < r i := hr.lt m i (by omega) hi
            rw [if_neg (not_le.mpr hlt), mul_zero]
        rw [key q, key p]
        apply h
        intro x _ y _ hxy
        show (if y ≤ r m then (1 : ℝ) else 0) ≤ if x ≤ r m then 1 else 0
        split_ifs <;> linarith
```

## The field gradient and the squared radius

Under outward pseudization, the pseudo sum of $1/x^3$ is at most the all-electron sum, with equality exactly when the weights agree on every shell. In this finite-shell model, that fixes the sign of the error in the orbital's radial factor for a nuclear quadrupole coupling computed without core reconstruction.

```lean
/-- On a radial grid, norm-conserving outward pseudization never overestimates the weighted sum of
`1 / r ^ 3`, and reproduces it if and only if the pseudo and all-electron weights agree on every
shell. -/
theorem fieldGradient_underestimated {N : ℕ} {r p q : ℕ → ℝ} (hr : RadialGrid N r)
    (h : OutwardPseudization N p q) :
    fieldGradient N r q ≤ fieldGradient N r p ∧
      (fieldGradient N r q = fieldGradient N r p ↔ ∀ i, i < N → p i = q i) := by
  have hg : StrictAntiOn (fun x : ℝ => 1 / x ^ 3) (Set.Ioi 0) := by
    intro x hx y _ hxy
    have hx0 : 0 < x := hx
    exact one_div_lt_one_div_of_lt (pow_pos hx0 3)
      (pow_lt_pow_left₀ hxy hx0.le (by norm_num))
  refine ⟨(outward_iff_underestimates hr).mp h _ hg.antitoneOn, fun he i hi => ?_, fun he => ?_⟩
  · by_contra hne
    exact (radialAverage_lt hr h hg ⟨i, hi, hne⟩).ne he
  · unfold fieldGradient radialAverage
    refine Finset.sum_congr rfl fun i hi => ?_
    rw [he i (Finset.mem_range.mp hi)]
```

Applying the same equivalence to $-x^2$ shows that the squared radius is never underestimated.

```lean
/-- On a radial grid, norm-conserving outward pseudization never underestimates the weighted sum of
the squared radius. -/
theorem squareRadius_overestimated {N : ℕ} {r p q : ℕ → ℝ} (hr : RadialGrid N r)
    (h : OutwardPseudization N p q) :
    radialAverage N r p (fun x => x ^ 2) ≤ radialAverage N r q (fun x => x ^ 2) := by
  have hg : AntitoneOn (fun x : ℝ => -x ^ 2) (Set.Ioi 0) := by
    intro x hx y _ hxy
    have hx0 : 0 < x := hx
    exact neg_le_neg (pow_le_pow_left₀ hx0.le hxy 2)
  have h1 := (outward_iff_underestimates hr).mp h _ hg
  simpa only [radialAverage, mul_neg, Finset.sum_neg_distrib, neg_le_neg_iff] using h1
```

## Three shells, and the check in a code

On radii $1,2,3$, the weights $(1/3,1/3,1/3)$ enclose $1/3,2/3,1$, while $(1/6,1/3,1/2)$ enclose $1/6,1/2,1$. The averages of $1/r^3$ are $251/648\approx0.387$ and $49/216\approx0.227$. The theorem below checks the hypotheses for this example.

In an atomic code, the weights are $|u(r_i)|^2$ times the quadrature weight, where $u$ is the radial orbital multiplied by $r$. With both orbitals on the same grid of positive radii, take the cumulative sum of $p-q$. The hypotheses hold if it is never negative and ends at zero; in practice the end value is zero only up to quadrature and rounding errors. Multiplying each entry before the last by the drop of $1/r^3$ to the next shell shows how much of the deficit comes from charge moved across that gap.

```lean
/-- On the radii 1, 2, 3, replacing the weights 1/3, 1/3, 1/3 by 1/6, 1/3, 1/2 is a
norm-conserving outward pseudization. -/
theorem outwardPseudization_witness :
    RadialGrid 3 (fun i => (i : ℝ) + 1) ∧
      OutwardPseudization 3 (fun _ => 1 / 3) (fun i => ((i : ℝ) + 1) / 6) := by
  refine ⟨⟨fun i _ => by positivity, fun i j hij _ => ?_⟩, ⟨?_, fun k hk => ?_⟩⟩
  · have hc : (i : ℝ) < j := by exact_mod_cast hij
    show (i : ℝ) + 1 < (j : ℝ) + 1
    linarith
  · norm_num [enclosed, Finset.sum_range_succ]
  · interval_cases k <;> norm_num [enclosed, Finset.sum_range_succ]

end

end OutwardPseudizationFieldGradient
```

```lean
#print axioms OutwardPseudizationFieldGradient.outward_iff_underestimates
#print axioms OutwardPseudizationFieldGradient.fieldGradient_underestimated
#print axioms OutwardPseudizationFieldGradient.squareRadius_overestimated
```

```
'OutwardPseudizationFieldGradient.outward_iff_underestimates' depends on axioms: [propext, Classical.choice, Quot.sound]
'OutwardPseudizationFieldGradient.fieldGradient_underestimated' depends on axioms: [propext, Classical.choice, Quot.sound]
'OutwardPseudizationFieldGradient.squareRadius_overestimated' depends on axioms: [propext, Classical.choice, Quot.sound]
```
